# Eigenvalues of the resonant Bloch matrix for a driven, decaying two-level atom

To compute the fluorescence spectrum of a resonantly driven atom with the quantum regression formula, one can expand the decaying part of the two-time correlation functions in exponentials of the delay time, provided that the Bloch matrix is diagonalisable. The exponents are eigenvalues of this matrix: their real parts set the linewidths and their imaginary parts the offsets from the driving frequency. The problems below find these eigenvalues for a single two-level atom driven exactly on resonance, with spontaneous emission as the only damping.

## The atom, its master equation and the Bloch matrix

The calculation uses Lean 4 with Mathlib.

```lean
import Mathlib

open Matrix Polynomial

namespace ResonantBloch

noncomputable section
```

The basis is (excited, ground), indexed 0 and 1, with \(\hbar=1\). In the rotating frame, and in the rotating-wave approximation, which drops the terms oscillating at about twice the driving frequency, the Hamiltonian is \(H=-\tfrac W2\sigma_x\), where the Rabi frequency \(W\) measures the coupling of the atomic dipole to a classical field.

```lean
/-- Rotating-frame Hamiltonian of a resonantly driven two-level atom with Rabi frequency `W`
(basis: excited state, ground state; units with `ℏ = 1`). -/
def drive (W : ℝ) : Matrix (Fin 2) (Fin 2) ℂ :=
  !![0, -((W : ℂ) / 2); -((W : ℂ) / 2), 0]
```

The lowering operator \(L\) takes the excited state to the ground state.

```lean
/-- The atomic lowering operator, taking the excited state to the ground state. -/
def lower : Matrix (Fin 2) (Fin 2) ℂ := !![0, 0; 1, 0]
```

The constant \(G\) is the rate of spontaneous emission into an empty, memoryless radiation field. For a density matrix \(\rho\), the right-hand side of the master equation is

\[
\mathcal L\rho=-i[H,\rho]+G\left(L\rho L^\dagger-\tfrac12\{L^\dagger L,\rho\}\right).
\]

Thermal photons, pure dephasing and detuning are left out.

```lean
/-- Right-hand side of the master equation: resonant driving and spontaneous decay at rate `G`. -/
def masterRhs (G W : ℝ) (ρ : Matrix (Fin 2) (Fin 2) ℂ) : Matrix (Fin 2) (Fin 2) ℂ :=
  (-Complex.I) • (drive W * ρ - ρ * drive W) +
    (G : ℂ) • (lower * ρ * lowerᴴ - (1 / 2 : ℂ) • (lowerᴴ * lower * ρ + ρ * lowerᴴ * lower))
```

The Bloch vector \(s=(s_0,s_1,s_2)\) holds the traces of \(\rho\) with \(\sigma_x,\sigma_y,\sigma_z\), so \(s_2\) is the population inversion.

```lean
/-- The Bloch vector of `ρ`: the traces of `ρ` with the three Pauli matrices. -/
def blochVector (ρ : Matrix (Fin 2) (Fin 2) ℂ) : Fin 3 → ℂ :=
  ![ρ 0 1 + ρ 1 0, Complex.I * (ρ 0 1 - ρ 1 0), ρ 0 0 - ρ 1 1]
```

The Bloch matrix is

\[
M=\begin{pmatrix}-G/2&0&0\\0&-G/2&W\\0&-W&-G\end{pmatrix}.
\]

In Lean, \(G\) and \(W\) are real numbers and the entries of \(M\) are complex, which leaves room for complex eigenvalues.

```lean
/-- The resonant Bloch matrix for decay rate `G` and Rabi frequency `W`. -/
def blochMatrix (G W : ℝ) : Matrix (Fin 3) (Fin 3) ℂ :=
  !![-((G : ℂ) / 2), 0, 0; 0, -((G : ℂ) / 2), (W : ℂ); 0, -(W : ℂ), -(G : ℂ)]
```

A complex number \(z\) is an eigenvalue if \(Mv=zv\) for some nonzero complex vector \(v\). This definition says nothing about multiplicity.

```lean
/-- `z` is an eigenvalue of `M`: some nonzero vector is multiplied by `z`. -/
def IsEigenvalue (M : Matrix (Fin 3) (Fin 3) ℂ) (z : ℂ) : Prop :=
  ∃ v : Fin 3 → ℂ, v ≠ 0 ∧ M *ᵥ v = z • v
```

## (a) The Bloch matrix in components

Show that, for every \(v=(v_0,v_1,v_2)\),

\[
Mv=\left(-\tfrac G2v_0,\;-\tfrac G2v_1+Wv_2,\;-Wv_1-Gv_2\right).
\]

Multiply each row of \(M\) into \(v\). The first component is decoupled, while \(W\) rotates the other two into each other. The Lean proof checks the three components separately.

```lean
/-- The action of the Bloch matrix written out in components. -/
theorem blochMatrix_mulVec (G W : ℝ) (v : Fin 3 → ℂ) :
    blochMatrix G W *ᵥ v =
      ![-((G : ℂ) / 2) * v 0, -((G : ℂ) / 2) * v 1 + W * v 2, -(W : ℂ) * v 1 - G * v 2] := by
  ext i
  fin_cases i <;> simp [blochMatrix, Matrix.mulVec, dotProduct, Fin.sum_univ_succ]
  ring
```

## (b) From the master equation to the Bloch equations

Show that the Bloch vector of \(\mathcal L\rho\) is

\[
s(\mathcal L\rho)=M\,s(\rho)-(0,0,G\,\mathrm{tr}\rho).
\]

Write \(\rho=\begin{pmatrix}a&b\\c&d\end{pmatrix}\). The commutator and decay terms are

\[
-i[H,\rho]=\frac{iW}2\begin{pmatrix}c-b&d-a\\a-d&b-c\end{pmatrix},\qquad
G\begin{pmatrix}-a&-b/2\\-c/2&a\end{pmatrix}.
\]

Now form the three combinations that define the Bloch vector, with \(s_0=b+c\), \(s_1=i(b-c)\) and \(s_2=a-d\):

\[
\begin{aligned}
s_0(\mathcal L\rho)&=-\tfrac G2(b+c)=-\tfrac G2s_0,\\
s_1(\mathcal L\rho)&=i\left[-iW(a-d)-\tfrac G2(b-c)\right]=-\tfrac G2s_1+Ws_2,\\
s_2(\mathcal L\rho)&=-iW(b-c)-2Ga=-Ws_1-Gs_2-G(a+d).
\end{aligned}
\]

The last line uses \(2a=(a-d)+(a+d)\). For a normalised state the extra term is \(-G\), which pulls the inversion towards the ground state. It shifts the steady state, while deviations from the steady state evolve under \(M\) alone.

The Lean statement is an algebraic identity for every complex \(2\times2\) matrix, not only for density matrices. In its proof, `hm` contains the four matrix elements, and the three final cases are the three lines above. The second needs \(i^2=-1\), supplied by `Complex.I_sq`.

```lean
/-- Optical Bloch equations: the Bloch vector of the master equation's right-hand side is the Bloch
matrix applied to the Bloch vector of `ρ`, minus `G` times the trace of `ρ` in the last component.
-/
theorem blochVector_masterRhs (G W : ℝ) (ρ : Matrix (Fin 2) (Fin 2) ℂ) :
    blochVector (masterRhs G W ρ) =
      blochMatrix G W *ᵥ blochVector ρ - ![0, 0, (G : ℂ) * ρ.trace] := by
  obtain ⟨a, b, c, d, rfl⟩ : ∃ a b c d : ℂ, ρ = !![a, b; c, d] :=
    ⟨_, _, _, _, Matrix.eta_fin_two ρ⟩
  -- the master equation for the four density-matrix elements
  have hm : masterRhs G W !![a, b; c, d] =
      !![-Complex.I * (W / 2) * (b - c) - G * a, -Complex.I * (W / 2) * (a - d) - G / 2 * b;
        -Complex.I * (W / 2) * (d - a) - G / 2 * c, -Complex.I * (W / 2) * (c - b) + G * a] := by
    have hl : lowerᴴ = !![0, 1; 0, 0] := by
      ext i j
      fin_cases i <;> fin_cases j <;> simp [lower, Matrix.conjTranspose_apply]
    rw [masterRhs, hl, drive, lower]
    simp only [Matrix.mul_fin_two]
    ext i j
    fin_cases i <;> fin_cases j <;>
      simp [-mul_eq_mul_left_iff, -mul_eq_mul_right_iff] <;>
      ring
  rw [hm, blochMatrix_mulVec, Matrix.trace_fin_two_of]
  ext i
  fin_cases i
  · show (-Complex.I * (W / 2) * (a - d) - G / 2 * b) +
        (-Complex.I * (W / 2) * (d - a) - G / 2 * c) = -((G : ℂ) / 2) * (b + c) - 0
    ring
  · show Complex.I * ((-Complex.I * (W / 2) * (a - d) - G / 2 * b) -
        (-Complex.I * (W / 2) * (d - a) - G / 2 * c)) =
      -((G : ℂ) / 2) * (Complex.I * (b - c)) + W * (a - d) - 0
    linear_combination (-(W : ℂ) * (a - d)) * Complex.I_sq
  · show (-Complex.I * (W / 2) * (b - c) - G * a) -
        (-Complex.I * (W / 2) * (c - b) + G * a) =
      -(W : ℂ) * (Complex.I * (b - c)) - G * (a - d) - G * (a + d)
    ring
```

## (c) The characteristic polynomial

Show that

\[
\det(x-M)=\left(x+\tfrac G2\right)\left(x^2+\tfrac{3G}2x+\tfrac{G^2}2+W^2\right).
\]

The first component splits off, leaving a \(2\times2\) determinant:

\[
\det(x-M)=\left(x+\tfrac G2\right)\det\begin{pmatrix}x+G/2&-W\\W&x+G\end{pmatrix}.
\]

The remaining determinant is \((x+G/2)(x+G)+W^2\), which expands to the quadratic factor. No sign condition on \(G\) or \(W\) is needed.

In Lean, `X` is the polynomial variable and `C` turns a number into a constant polynomial. The steps `h1` and `h2` write the coefficients in terms of the matrix entries; the determinant formula and `ring` then finish the expansion.

```lean
/-- The characteristic polynomial of the resonant Bloch matrix is
`(x + G/2) (x² + 3Gx/2 + G²/2 + W²)`. -/
theorem blochMatrix_charpoly (G W : ℝ) :
    (blochMatrix G W).charpoly =
      (X + C ((G : ℂ) / 2)) *
        (X ^ 2 + C (3 * (G : ℂ) / 2) * X + C ((G : ℂ) ^ 2 / 2 + (W : ℂ) ^ 2)) := by
  -- express all coefficients through those occurring in the matrix
  have h1 : C (3 * (G : ℂ) / 2) = C (G : ℂ) + C ((G : ℂ) / 2) := by
    rw [← C_add]; congr 1; ring
  have h2 : C ((G : ℂ) ^ 2 / 2 + (W : ℂ) ^ 2) =
      C ((G : ℂ) / 2) * C (G : ℂ) + C (W : ℂ) * C (W : ℂ) := by
    rw [← C_mul, ← C_mul, ← C_add]; congr 1; ring
  rw [h1, h2]
  simp [Matrix.charpoly, Matrix.det_fin_three, blochMatrix]
  ring
```

## (d) The eigenvalues in terms of a square root

Let \(r\) be a complex number with \(r^2=G^2/16-W^2\). Show that \(z\) is an eigenvalue of \(M\) exactly when

\[
z=-\tfrac G2\quad\text{or}\quad z=-\tfrac{3G}4+r\quad\text{or}\quad z=-\tfrac{3G}4-r.
\]

A nonzero solution of \((M-z)v=0\) exists exactly when \(\det(M-z)=0\). Completing the square in the quadratic factor gives

\[
z^2+\tfrac{3G}2z+\tfrac{G^2}2+W^2=\left(z+\tfrac{3G}4\right)^2-\left(\tfrac{G^2}{16}-W^2\right)=\left(z+\tfrac{3G}4\right)^2-r^2.
\]

This is a difference of squares, so the determinant has three linear factors and vanishes exactly at the listed values.

The condition on \(r\) merely names a square root, which every complex number has. In the proof, `h` restates the eigenvalue equation as a homogeneous system, and `hdet` is the factorised determinant. Its overall minus sign comes from using \(M-z\) in place of \(z-M\).

```lean
/-- If `r² = G²/16 - W²`, the eigenvalues of the Bloch matrix are `-G/2` and `-3G/4 ± r`. -/
theorem isEigenvalue_iff (G W : ℝ) (r z : ℂ) (hr : r ^ 2 = (G : ℂ) ^ 2 / 16 - (W : ℂ) ^ 2) :
    IsEigenvalue (blochMatrix G W) z ↔
      z = ((-(G / 2) : ℝ) : ℂ) ∨ z = ((-(3 * G / 4) : ℝ) : ℂ) + r ∨
        z = ((-(3 * G / 4) : ℝ) : ℂ) - r := by
  have h : IsEigenvalue (blochMatrix G W) z ↔
      ∃ v : Fin 3 → ℂ, v ≠ 0 ∧ (blochMatrix G W - z • 1) *ᵥ v = 0 := by
    simp only [IsEigenvalue, Matrix.sub_mulVec, Matrix.smul_mulVec, Matrix.one_mulVec,
      sub_eq_zero]
  -- the secular determinant splits into three linear factors
  have hdet : (blochMatrix G W - z • 1).det =
      -((z - ((-(G / 2) : ℝ) : ℂ)) * ((z - (((-(3 * G / 4) : ℝ) : ℂ) + r)) *
        (z - (((-(3 * G / 4) : ℝ) : ℂ) - r)))) := by
    have h0 : (blochMatrix G W - z • 1).det =
        -((z + G / 2) * (z ^ 2 + 3 * G / 2 * z + G ^ 2 / 2 + W ^ 2)) := by
      simp [Matrix.det_fin_three, blochMatrix]
      ring
    rw [h0]
    push_cast
    linear_combination (-(z + (G : ℂ) / 2)) * hr
  rw [h, Matrix.exists_mulVec_eq_zero_iff, hdet, neg_eq_zero, mul_eq_zero, mul_eq_zero,
    sub_eq_zero, sub_eq_zero, sub_eq_zero]
```

## (e) Widths and sidebands under strong driving

Let \(G>0\) and \(W>G/4\). Show that \(\sqrt{W^2-G^2/16}\) is positive and that the eigenvalues are

\[
-\tfrac G2,\qquad -\tfrac{3G}4\pm i\sqrt{W^2-\tfrac{G^2}{16}}.
\]

Both sides of \(W>G/4\) are positive, so squaring gives \(W^2>G^2/16\). Put \(r=i\sqrt{W^2-G^2/16}\) in (d); then \(r^2=G^2/16-W^2\), as required. The Lean proof makes this same substitution after establishing `hpos`.

These are the exponents behind the Mollow triplet: half-width \(G/2\) for the central line, and half-width parameter \(3G/4\) with offset \(\pm\sqrt{W^2-G^2/16}\) for the sidebands. The line strengths and the elastic peak depend on the steady state as well. Just above \(W=G/4\) the offset is small compared with the width, so a complex pair does not by itself mean three resolved peaks.

```lean
/-- Strong driving, `G > 0` and `W > G/4`: the eigenvalues are `-G/2` and
`-3G/4 ± i √(W² - G²/16)`, and the square root is positive. -/
theorem mollow_eigenvalues (G W : ℝ) (hG : 0 < G) (hW : G / 4 < W) :
    0 < √(W ^ 2 - G ^ 2 / 16) ∧
    ∀ z : ℂ, IsEigenvalue (blochMatrix G W) z ↔
      z = ((-(G / 2) : ℝ) : ℂ) ∨
      z = ((-(3 * G / 4) : ℝ) : ℂ) + (√(W ^ 2 - G ^ 2 / 16) : ℝ) * Complex.I ∨
      z = ((-(3 * G / 4) : ℝ) : ℂ) - (√(W ^ 2 - G ^ 2 / 16) : ℝ) * Complex.I := by
  have hpos : 0 < W ^ 2 - G ^ 2 / 16 := by nlinarith
  refine ⟨Real.sqrt_pos.mpr hpos, fun z => isEigenvalue_iff G W _ z ?_⟩
  have hs : ((√(W ^ 2 - G ^ 2 / 16) : ℝ) : ℂ) ^ 2 = (W : ℂ) ^ 2 - (G : ℂ) ^ 2 / 16 := by
    exact_mod_cast Real.sq_sqrt hpos.le
  rw [mul_pow, Complex.I_sq, hs]
  ring
```

## (f) Real decay rates under weak driving

Let \(G>0\) and \(0\le W\le G/4\). Show that the eigenvalues are

\[
-\tfrac G2,\qquad -\tfrac{3G}4\pm\sqrt{\tfrac{G^2}{16}-W^2},
\]

and that all of them are real and negative.

Now \(G^2/16-W^2\ge0\), so \(r=\sqrt{G^2/16-W^2}\) is real and (d) gives the list. Since \(W^2\ge0\), we have \(0\le r\le G/4\), hence

\[
-\tfrac{3G}4-r\le-\tfrac{3G}4+r\le-\tfrac G2<0.
\]

At \(W=0\) the list reduces to \(-G/2\) and \(-G\): in the undriven atom the coherence decays at the rate \(G/2\) and the inversion relaxes at the rate \(G\). In Lean, `key` is the result of (d) for this \(r\), and `hle` is the bound \(r\le G/4\). "Real and negative" appears as `z.im = 0 ∧ z.re < 0`.

```lean
/-- Weak driving, `G > 0` and `0 ≤ W ≤ G/4`: the eigenvalues are `-G/2` and
`-3G/4 ± √(G²/16 - W²)`, all real and negative. -/
theorem overdamped_eigenvalues (G W : ℝ) (hG : 0 < G) (hW0 : 0 ≤ W) (hW : W ≤ G / 4) :
    (∀ z : ℂ, IsEigenvalue (blochMatrix G W) z ↔
      z = ((-(G / 2) : ℝ) : ℂ) ∨
      z = ((-(3 * G / 4) : ℝ) : ℂ) + (√(G ^ 2 / 16 - W ^ 2) : ℝ) ∨
      z = ((-(3 * G / 4) : ℝ) : ℂ) - (√(G ^ 2 / 16 - W ^ 2) : ℝ)) ∧
    ∀ z : ℂ, IsEigenvalue (blochMatrix G W) z → z.im = 0 ∧ z.re < 0 := by
  have hnn : 0 ≤ G ^ 2 / 16 - W ^ 2 := by nlinarith
  have key := fun z : ℂ => isEigenvalue_iff G W ((√(G ^ 2 / 16 - W ^ 2) : ℝ) : ℂ) z
    (by exact_mod_cast Real.sq_sqrt hnn)
  refine ⟨key, fun z hz => ?_⟩
  -- the square root never exceeds `G/4`, so no eigenvalue reaches zero
  have hle : √(G ^ 2 / 16 - W ^ 2) ≤ G / 4 :=
    Real.sqrt_le_iff.mpr ⟨by linarith, by nlinarith [sq_nonneg W]⟩
  have h0 := Real.sqrt_nonneg (G ^ 2 / 16 - W ^ 2)
  rcases (key z).mp hz with h | h | h <;> rw [h] <;> constructor <;>
    simp only [Complex.add_im, Complex.sub_im, Complex.add_re, Complex.sub_re,
      Complex.ofReal_im, Complex.ofReal_re] <;>
    linarith
```

## (g) The condition for a purely real spectrum

Let \(G>0\) and \(W\ge0\). Show that

\[
\text{all eigenvalues of }M\text{ are real}\iff W\le\tfrac G4.
\]

If \(W\le G/4\), use (f). If \(W>G/4\), then (e) supplies an eigenvalue with imaginary part \(\sqrt{W^2-G^2/16}>0\), so not all are real. The Lean proof treats the second case by contradiction, with the upper sideband as the offending eigenvalue.

The condition \(W\ge0\) matters. For \(G=4\) and \(W=-2\) the inequality \(W\le G/4\) holds, yet the eigenvalues are \(-2\) and \(-3\pm i\sqrt3\).

```lean
/-- For `G > 0` and `W ≥ 0`, all eigenvalues of the Bloch matrix are real exactly when
`W ≤ G/4`. -/
theorem all_real_iff (G W : ℝ) (hG : 0 < G) (hW0 : 0 ≤ W) :
    (∀ z : ℂ, IsEigenvalue (blochMatrix G W) z → z.im = 0) ↔ W ≤ G / 4 := by
  constructor
  · intro h
    by_contra hW
    obtain ⟨hs, key⟩ := mollow_eigenvalues G W hG (not_le.mp hW)
    -- the upper sideband has a positive imaginary part
    have him := h _ ((key _).mpr (Or.inr (Or.inl rfl)))
    simp only [Complex.add_im, Complex.mul_im, Complex.ofReal_im, Complex.ofReal_re,
      Complex.I_re, Complex.I_im] at him
    linarith
  · intro hW z hz
    exact ((overdamped_eigenvalues G W hG hW0 hW).2 z hz).1
```

## (h) Eigenvectors at the threshold

Let \(G>0\) and \(W=G/4\). Show that

\[
Mv=-\tfrac{3G}4v\iff v_0=0\ \text{ and }\ v_2=-v_1.
\]

By (a), the three components of the equation are

\[
\begin{aligned}
-\tfrac G2v_0&=-\tfrac{3G}4v_0,\\
-\tfrac G2v_1+\tfrac G4v_2&=-\tfrac{3G}4v_1,\\
-\tfrac G4v_1-Gv_2&=-\tfrac{3G}4v_2.
\end{aligned}
\]

Since \(G\ne0\), the first gives \(v_0=0\) and the second gives \(v_2=-v_1\). The third is then satisfied, and substitution proves the converse. The solutions form a single line, spanned by the unit vector \((0,1,-1)/\sqrt2\).

By (c), \(-3G/4\) is a double root here, so \(M\) has too few eigenvectors to be diagonalised. A program that propagates this Bloch equation by diagonalising \(M\) therefore needs another method at \(W=G/4\).

The Lean proof obtains the two conditions from the first two components by cancelling \(G\), and checks all three components for the converse.

```lean
/-- At the threshold `W = G/4` with `G > 0`, the vectors that the Bloch matrix multiplies by
`-3G/4` are exactly the multiples of `(0, 1, -1)`. -/
theorem threshold_eigenvectors (G : ℝ) (hG : 0 < G) (v : Fin 3 → ℂ) :
    blochMatrix G (G / 4) *ᵥ v = ((-(3 * G / 4) : ℝ) : ℂ) • v ↔ v 0 = 0 ∧ v 2 = -v 1 := by
  have hGc : (G : ℂ) ≠ 0 := by exact_mod_cast hG.ne'
  rw [blochMatrix_mulVec]
  constructor
  · intro h
    have h0 : -((G : ℂ) / 2) * v 0 = ((-(3 * G / 4) : ℝ) : ℂ) * v 0 := congrFun h 0
    have h1 : -((G : ℂ) / 2) * v 1 + ((G / 4 : ℝ) : ℂ) * v 2 =
        ((-(3 * G / 4) : ℝ) : ℂ) * v 1 := congrFun h 1
    push_cast at h0 h1
    exact ⟨mul_left_cancel₀ hGc (by linear_combination 4 * h0),
      mul_left_cancel₀ hGc (by linear_combination 4 * h1)⟩
  · rintro ⟨h0, h2⟩
    ext i
    fin_cases i
    · show -((G : ℂ) / 2) * v 0 = ((-(3 * G / 4) : ℝ) : ℂ) * v 0
      rw [h0, mul_zero, mul_zero]
    · show -((G : ℂ) / 2) * v 1 + ((G / 4 : ℝ) : ℂ) * v 2 = ((-(3 * G / 4) : ℝ) : ℂ) * v 1
      rw [h2]
      push_cast
      ring
    · show -((G / 4 : ℝ) : ℂ) * v 1 - (G : ℂ) * v 2 = ((-(3 * G / 4) : ℝ) : ℂ) * v 2
      rw [h2]
      push_cast
      ring

end

end ResonantBloch
```

```lean
#print axioms ResonantBloch.blochVector_masterRhs
-- 'ResonantBloch.blochVector_masterRhs' depends on axioms: [propext, Classical.choice, Quot.sound]
#print axioms ResonantBloch.blochMatrix_charpoly
-- 'ResonantBloch.blochMatrix_charpoly' depends on axioms: [propext, Classical.choice, Quot.sound]
#print axioms ResonantBloch.all_real_iff
-- 'ResonantBloch.all_real_iff' depends on axioms: [propext, Classical.choice, Quot.sound]
#print axioms ResonantBloch.threshold_eigenvectors
-- 'ResonantBloch.threshold_eigenvectors' depends on axioms: [propext, Classical.choice, Quot.sound]
```
